# Unitarity makes two-lead conductance direction independent and forces reflection between mismatched leads

A magnetic conductor joins a wide lead to a narrow one. With time reversal broken, the amplitude from one channel to another need not equal the amplitude for the reverse path. Does the total conductance still agree in both directions, and how much of the current arriving from the wide lead must be turned back?

Let the first lead have $n$ open channels and the second $m$, at one energy. The scattering matrix takes incoming to outgoing amplitudes,
$$S=\begin{pmatrix} r & t' \\ t & r' \end{pmatrix},$$
where $r,t$ describe waves arriving from the first lead and $t',r'$ waves arriving from the second. In Lean, `n` and `m` are finite types of channel labels, and the numbers of channels are `Fintype.card n` and `Fintype.card m`.

```lean
import Mathlib

open Matrix

namespace TwoLeadScattering

variable {n m : Type*} [Fintype n] [Fintype m]
```

## Summed probabilities

For a block $A$, with $A_{ij}$ the amplitude from channel $j$ into channel $i$, the summed probability is $\mathrm{Tr}(A^\dagger A)$. For $t$ at the Fermi energy this is the zero-temperature, linear-response Landauer conductance of non-interacting electrons in units of $e^2/h$, with spin channels counted separately. `probSum` takes the real part to obtain a real number.

```lean
/-- The probability carried by a block `A` of the scattering matrix, summed over incoming and
outgoing channels: the real part of `Tr (Aᴴ A)`. For a transmission block it is the zero-temperature
linear-response conductance of non-interacting electrons, in units of `e²/h` with spin channels
counted separately, when the block is taken at the Fermi energy. -/
noncomputable def probSum (A : Matrix m n ℂ) : ℝ := (Aᴴ * A).trace.re
```

Nothing is lost by this, since
$$\mathrm{Tr}(A^\dagger A)=\sum_j\sum_i \overline{A_{ij}}A_{ij}=\sum_j\sum_i |A_{ij}|^2 .$$

```lean
/-- The trace `Tr (Aᴴ A)` is real and equals the sum of the squared moduli of all
channel-to-channel amplitudes. -/
theorem trace_eq_sum (A : Matrix m n ℂ) :
    (Aᴴ * A).trace = ((∑ j, ∑ i, ‖A i j‖ ^ 2 : ℝ) : ℂ) := by
  simp only [trace, diag_apply, mul_apply, conjTranspose_apply]
  push_cast
  refine Finset.sum_congr rfl fun j _ => Finset.sum_congr rfl fun i _ => ?_
  exact Complex.conj_mul' _
```

A sum of squares is nonnegative, and it is zero only if every term is. Lean applies this first to the columns, then to the entries within each column.

```lean
/-- The summed probability of a block is nonnegative, and it vanishes exactly when every
amplitude in the block vanishes. -/
theorem probSum_nonneg_and_eq_zero_iff (A : Matrix m n ℂ) :
    0 ≤ probSum A ∧ (probSum A = 0 ↔ A = 0) := by
  have hA : probSum A = ∑ j, ∑ i, ‖A i j‖ ^ 2 := by
    rw [probSum, trace_eq_sum, Complex.ofReal_re]
  have hcol : ∀ j, 0 ≤ ∑ i, ‖A i j‖ ^ 2 :=
    fun j => Finset.sum_nonneg fun i _ => sq_nonneg ‖A i j‖
  rw [hA]
  refine ⟨Finset.sum_nonneg fun j _ => hcol j, fun h => ?_, fun h => by simp [h]⟩
  ext i j
  have h1 := (Finset.sum_eq_zero_iff_of_nonneg (fun j _ => hcol j)).mp h j (Finset.mem_univ j)
  have h2 := (Finset.sum_eq_zero_iff_of_nonneg
    (fun i _ => sq_nonneg ‖A i j‖)).mp h1 i (Finset.mem_univ i)
  simpa using h2
```

## Flux conservation and channel counting

The hypothesis `fromBlocks r t' t r' ∈ unitaryGroup (n ⊕ m) ℂ` says that $S$ is unitary. It stands for elastic, coherent scattering without absorption, in flux-normalised amplitudes; it is assumed here, not derived from a Hamiltonian. No symmetry of $S$ is required. The diagonal blocks of $S^\dagger S=1$ and the first diagonal block of $SS^\dagger=1$ read
$$r^\dagger r+t^\dagger t=1,\qquad t'^\dagger t'+r'^\dagger r'=1,\qquad rr^\dagger+t't'^\dagger=1 .$$

```lean
variable [DecidableEq n] [DecidableEq m]
variable {r : Matrix n n ℂ} {t' : Matrix n m ℂ} {t : Matrix m n ℂ} {r' : Matrix m m ℂ}

/-- Unitarity of the scattering matrix in block form: flux conservation for waves coming in from
either lead, and the row relation for waves going out into the first lead. -/
theorem block_relations (h : fromBlocks r t' t r' ∈ unitaryGroup (n ⊕ m) ℂ) :
    rᴴ * r + tᴴ * t = 1 ∧ t'ᴴ * t' + r'ᴴ * r' = 1 ∧ r * rᴴ + t' * t'ᴴ = 1 := by
  have h1 := mem_unitaryGroup_iff'.mp h
  have h2 := mem_unitaryGroup_iff.mp h
  rw [star_eq_conjTranspose, fromBlocks_conjTranspose, fromBlocks_multiply,
    ← fromBlocks_one, fromBlocks_inj] at h1 h2
  exact ⟨h1.1, h1.2.2.2, h2.1⟩
```

Write $R,T,T',R'$ for the summed probabilities of $r,t,t',r'$. Taking traces, and using $\mathrm{Tr}(rr^\dagger)=\mathrm{Tr}(r^\dagger r)$ and likewise for $t'$ in the third relation, gives
$$R+T=n,\qquad T'+R'=m,\qquad R+T'=n .$$

```lean
/-- Channel counting for a unitary scattering matrix: the probabilities entering from each lead,
and those leaving into the first lead, add up to the number of channels of that lead. -/
theorem channel_balance (h : fromBlocks r t' t r' ∈ unitaryGroup (n ⊕ m) ℂ) :
    probSum r + probSum t = Fintype.card n ∧
    probSum t' + probSum r' = Fintype.card m ∧
    probSum r + probSum t' = Fintype.card n := by
  obtain ⟨h1, h2, h3⟩ := block_relations h
  unfold probSum
  refine ⟨?_, ?_, ?_⟩
  · rw [← Complex.add_re, ← trace_add, h1, trace_one, Complex.natCast_re]
  · rw [← Complex.add_re, ← trace_add, h2, trace_one, Complex.natCast_re]
  · -- cyclicity of the trace turns columns into rows
    rw [trace_mul_comm rᴴ r, trace_mul_comm t'ᴴ t', ← Complex.add_re, ← trace_add, h3,
      trace_one, Complex.natCast_re]
```

The first and third balances give $T=T'$. Since $R\ge0$ and $R'\ge0$, we have $T=n-R\le n$ and $T=T'=m-R'\le m$. Finally $R=n-T'=n-m+R'\ge n-m$. These are the linear steps left to `linarith`.

```lean
/-- For a unitary scattering matrix between leads with `n` and `m` channels, the conductance is
the same in both directions and at most `min n m`, and the reflection back into the first lead
is at least `n - m`. -/
theorem conductance_symmetric_and_bounded
    (h : fromBlocks r t' t r' ∈ unitaryGroup (n ⊕ m) ℂ) :
    probSum t = probSum t' ∧
    probSum t ≤ min (Fintype.card n : ℝ) (Fintype.card m) ∧
    (Fintype.card n : ℝ) - Fintype.card m ≤ probSum r := by
  obtain ⟨h1, h2, h3⟩ := channel_balance h
  have hr := (probSum_nonneg_and_eq_zero_iff r).1
  have hr' := (probSum_nonneg_and_eq_zero_iff r').1
  exact ⟨by linarith, le_min (by linarith) (by linarith), by linarith⟩
```

From $R=n-m+R'$, the reflection bound is attained exactly when $R'=0$, that is, when $r'=0$.

```lean
/-- For a unitary scattering matrix, the reflection into the first lead takes the value `n - m`
exactly when waves coming in from the second lead are not reflected at all. -/
theorem reflection_minimal_iff (h : fromBlocks r t' t r' ∈ unitaryGroup (n ⊕ m) ℂ) :
    probSum r = (Fintype.card n : ℝ) - Fintype.card m ↔ r' = 0 := by
  obtain ⟨_, h2, h3⟩ := channel_balance h
  rw [← (probSum_nonneg_and_eq_zero_iff r').2]
  constructor <;> intro h0 <;> linarith
```

In the smallest case of the second lead, $m=0$, there is nowhere to transmit: $T=0$, $R=n$, and the bound is attained with an empty $r'$.

In a transport calculation for non-interacting electrons with two leads, unequal total transmissions at one energy therefore point to a violation of unitarity, not to magnetism.

## The generating determinant

More than the trace is symmetric. We first need $\det(a+XY)=\det(a+YX)$ for square $X,Y$ of size $n$. If $a=0$, both sides are $\det X\det Y$. If $a\neq0$, Sylvester's identity gives
$$a^n\det(1+a^{-1}XY)=a^n\det(1+a^{-1}YX).$$

```lean
/-- Two square matrices may be exchanged inside the determinant of `a + X Y`, for every
complex number `a`. -/
theorem det_smul_one_add_mul_comm (a : ℂ) (X Y : Matrix n n ℂ) :
    (a • (1 : Matrix n n ℂ) + X * Y).det = (a • (1 : Matrix n n ℂ) + Y * X).det := by
  by_cases ha : a = 0
  · simp only [ha, zero_smul, zero_add, det_mul, mul_comm]
  · -- pull out the factor `a` and use Sylvester's identity
    have key : ∀ P Q : Matrix n n ℂ,
        a • (1 : Matrix n n ℂ) + P * Q = a • (1 + a⁻¹ • (P * Q)) := by
      intro P Q
      rw [smul_add, smul_smul, mul_inv_cancel₀ ha, one_smul]
    rw [key X Y, key Y X, det_smul, det_smul, ← Matrix.smul_mul, det_one_add_mul_comm,
      Matrix.mul_smul]
```

Now put $a=1+z$, $X=-zr^\dagger$ and $Y=r$. The block relations give
$$\begin{aligned}
\det(1+z\,t^\dagger t)&=\det\big((1+z)-z\,r^\dagger r\big)\\
&=\det\big((1+z)-z\,rr^\dagger\big)\\
&=\det(1+z\,t't'^\dagger)=\det(1+z\,t'^\dagger t').
\end{aligned}$$
The last step is Sylvester's identity again, now passing from size $n$ to size $m$. The `calc` block follows this chain. Read as polynomials in $z$, the two determinants carry the same nonzero transmission eigenvalues, with multiplicity.

```lean
/-- For a unitary scattering matrix, the generating determinant `det (1 + z tᴴ t)` of the
transmission is the same in both directions, for every complex `z` and any numbers of channels
in the two leads. -/
theorem generating_determinant_symmetric
    (h : fromBlocks r t' t r' ∈ unitaryGroup (n ⊕ m) ℂ) (z : ℂ) :
    (1 + z • (tᴴ * t)).det = (1 + z • (t'ᴴ * t')).det := by
  obtain ⟨h1, _, h3⟩ := block_relations h
  have ht : tᴴ * t = 1 - rᴴ * r := by rw [← h1]; abel
  have ht' : t' * t'ᴴ = 1 - r * rᴴ := by rw [← h3]; abel
  calc (1 + z • (tᴴ * t)).det
      = ((1 + z) • (1 : Matrix n n ℂ) + ((-z) • rᴴ) * r).det := by
        rw [ht, Matrix.smul_mul]
        congr 1
        module
    _ = ((1 + z) • (1 : Matrix n n ℂ) + r * ((-z) • rᴴ)).det :=
        det_smul_one_add_mul_comm _ _ _
    _ = (1 + (z • t') * t'ᴴ).det := by
        rw [Matrix.smul_mul, ht', Matrix.mul_smul]
        congr 1
        module
    _ = (1 + t'ᴴ * (z • t')).det := det_one_add_mul_comm _ _
    _ = (1 + z • (t'ᴴ * t')).det := by rw [Matrix.mul_smul]
```

## A non-reciprocal example

Take $n=2$, $m=1$, and label the channels of the first lead 0 and 1. A circulator sends channel 0 to channel 1, channel 1 into the second lead, and the second lead into channel 0. For spinless waves, with the outgoing wave of each channel taken as the time reverse of its incoming wave, reciprocity would require $t^{\mathsf T}=t'$. Here $t^{\mathsf T}\neq t'$, yet $S$ is unitary, with $T=1$ and $R=1=n-m$. Lean checks $SS^\dagger=1$ entry by entry.

```lean
/-- A circulator joining a two-channel lead to a one-channel lead is unitary and not reciprocal
(`tᵀ ≠ t'`); its conductance is one and its reflection into the wide lead is one. -/
theorem circulator_witness :
    fromBlocks !![0, 0; 1, 0] !![1; 0] !![0, 1] !![0] ∈ unitaryGroup (Fin 2 ⊕ Fin 1) ℂ ∧
    (!![0, 1] : Matrix (Fin 1) (Fin 2) ℂ)ᵀ ≠ !![1; 0] ∧
    probSum (!![0, 1] : Matrix (Fin 1) (Fin 2) ℂ) = 1 ∧
    probSum (!![0, 0; 1, 0] : Matrix (Fin 2) (Fin 2) ℂ) = 1 := by
  refine ⟨?_, ?_, ?_, ?_⟩
  · rw [mem_unitaryGroup_iff, star_eq_conjTranspose, fromBlocks_conjTranspose,
      fromBlocks_multiply, ← fromBlocks_one, fromBlocks_inj]
    refine ⟨?_, ?_, ?_, ?_⟩ <;> ext i j <;>
      simp only [Matrix.add_apply, Matrix.mul_apply, Matrix.conjTranspose_apply] <;>
      fin_cases i <;> fin_cases j <;> simp [Fin.sum_univ_succ]
  · intro h
    have h0 := congrFun (congrFun h 0) 0
    simp at h0
  · simp [probSum, trace, mul_apply, Fin.sum_univ_succ]
  · simp [probSum, trace, mul_apply, Fin.sum_univ_succ]

end TwoLeadScattering
```

```lean
#print axioms TwoLeadScattering.conductance_symmetric_and_bounded
#print axioms TwoLeadScattering.reflection_minimal_iff
#print axioms TwoLeadScattering.generating_determinant_symmetric
```

```
'TwoLeadScattering.conductance_symmetric_and_bounded' depends on axioms: [propext, Classical.choice, Quot.sound]
'TwoLeadScattering.reflection_minimal_iff' depends on axioms: [propext, Classical.choice, Quot.sound]
'TwoLeadScattering.generating_determinant_symmetric' depends on axioms: [propext, Classical.choice, Quot.sound]
```

## Amplitudes without flux normalisation

The model could also have kept raw wave amplitudes, with a diagonal matrix $V$ of positive channel speeds, taken to be the same for the incoming and the outgoing wave of each channel. Flux conservation would then read $S^\dagger VS=V$, and $V^{1/2}SV^{-1/2}$ would be the unitary matrix. The conductance would become the velocity-weighted sum $\sum_{ij}(v_i/v_j)|t_{ij}|^2$ in place of $\mathrm{Tr}(t^\dagger t)$.
